# The scattering matrix exp(itA) of a slab with Hermitian structure matrix A multiplies each eigenvector of A by a phase

A slab of thickness t is described by a finite complex structure matrix A, and its scattering matrix is defined as exp(itA). The lemma takes A to be Hermitian and t to be any real number, and lets U be a matrix whose columns are orthonormal eigenvectors of A. It states that exp(itA)U = UD, where D is diagonal with entries exp(ita), one for each eigenvalue a, so each column of U is only multiplied by a phase. The attempt writes itA as a diagonal matrix conjugated by U, takes the exponential through the conjugation, and then compares the diagonal entries one by one.

The failing Lean file:

```lean
import Mathlib

open Matrix
open scoped Real

namespace ScatteringMulModes

noncomputable section

variable {n : Type*} [Fintype n] [DecidableEq n] {A B P : Matrix n n ℂ}

/-- The scattering matrix `exp(itA)` of a slab of thickness `t` with structure matrix `A`. -/
def scatteringMatrix (t : ℝ) (A : Matrix n n ℂ) : Matrix n n ℂ :=
  NormedSpace.exp ((Complex.I * (t : ℂ)) • A)

/-- The matrix whose columns are orthonormal eigenvectors of a Hermitian structure matrix. -/
def modes (hA : A.IsHermitian) : Matrix n n ℂ :=
  (hA.eigenvectorUnitary : Matrix n n ℂ)

/-- The mode matrix of a Hermitian structure matrix is unitary and diagonalizes it. -/
theorem modes_diagonalize (hA : A.IsHermitian) :
    (modes hA)ᴴ * modes hA = 1 ∧ modes hA * (modes hA)ᴴ = 1 ∧
      A * modes hA = modes hA * diagonal (fun i => (hA.eigenvalues i : ℂ)) := by
  refine ⟨Matrix.mem_unitaryGroup_iff'.mp hA.eigenvectorUnitary.2,
    Matrix.mem_unitaryGroup_iff.mp hA.eigenvectorUnitary.2, ?_⟩
  ext i j
  have h := congrFun (hA.mulVec_eigenvectorBasis j) i
  rw [Matrix.mul_diagonal]
  simpa [modes, Matrix.mul_apply, Matrix.mulVec, dotProduct, mul_comm,
    Matrix.IsHermitian.eigenvectorUnitary_apply] using h

/-- The scattering matrix at thickness `t` multiplies each column of `modes hA` by the phase
`exp(ita)`, where `a` is the eigenvalue of `A` for that column. -/
theorem scattering_mul_modes (t : ℝ) (hA : A.IsHermitian) :
    scatteringMatrix t A * modes hA = modes hA *
      diagonal (fun i => Complex.exp (Complex.I * (t : ℂ) * (hA.eigenvalues i : ℂ))) := by
  obtain ⟨h1, h2, h3⟩ := modes_diagonalize hA
  have hinv : (modes hA)⁻¹ = (modes hA)ᴴ := Matrix.inv_eq_left_inv h1
  have hU : IsUnit (modes hA) := ⟨⟨modes hA, (modes hA)ᴴ, h2, h1⟩, rfl⟩
  -- the exponent is unitarily equivalent to a diagonal matrix
  have hD : (Complex.I * (t : ℂ)) • A = modes hA *
      diagonal (fun i => Complex.I * (t : ℂ) * (hA.eigenvalues i : ℂ)) * (modes hA)⁻¹ := by
    rw [hinv]
    calc (Complex.I * (t : ℂ)) • A
        = (Complex.I * (t : ℂ)) • (A * modes hA * (modes hA)ᴴ) := by
          rw [mul_assoc A, h2, mul_one]
      _ = modes hA * ((Complex.I * (t : ℂ)) •
            diagonal (fun i => (hA.eigenvalues i : ℂ))) * (modes hA)ᴴ := by
          rw [h3, Matrix.mul_smul, Matrix.smul_mul]
      _ = _ := by
          rw [← Matrix.diagonal_smul]
          rfl
  rw [scatteringMatrix, hD, Matrix.exp_conj _ _ hU, Matrix.exp_diagonal, hinv, mul_assoc,
    h1, mul_one]
  congr 2
  ext i
  rw [Pi.exp_apply, Complex.exp_eq_exp_ℂ]

end

end ScatteringMulModes
```

The error:

```
Main.lean:57:6: error(lean.unknownIdentifier): Unknown identifier `Pi.exp_apply`
Main.lean:36:88: error: unsolved goals
case e_a
n : Type u_1
inst✝¹ : Fintype n
inst✝ : DecidableEq n
A : Matrix n n ℂ
t : ℝ
hA : A.IsHermitian
h1 : (modes hA)ᴴ * modes hA = 1
h2 : modes hA * (modes hA)ᴴ = 1
h3 : A * modes hA = modes hA * diagonal fun i => ↑(hA.eigenvalues i)
hinv : (modes hA)⁻¹ = (modes hA)ᴴ
hU : IsUnit (modes hA)
hD : (Complex.I * ↑t) • A = (modes hA * diagonal fun i => Complex.I * ↑t * ↑(hA.eigenvalues i)) * (modes hA)⁻¹
i : n
⊢ NormedSpace.exp (fun i => Complex.I * ↑t * ↑(hA.eigenvalues i)) i = Complex.exp (Complex.I * ↑t * ↑(hA.eigenvalues i))
```

Cause. The first message says that Lean knows no lemma called `Pi.exp_apply` in this file. The proof wanted it for the last step, so the rewrite failed and the second message shows the goal left open. On the left of that goal is `NormedSpace.exp` of a whole function, evaluated at `i`; on the right is `Complex.exp` of the function's value at `i`. What is missing is the fact that the exponential of a function is taken entry by entry.

The repair keeps the rewrite with `Complex.exp_eq_exp_ℂ`, which turns the right side into `NormedSpace.exp` as well. It then gets the missing fact from `NormedSpace.map_exp`, which says that a continuous ring homomorphism commutes with the exponential. The homomorphism here is evaluation at `i`, written `Pi.evalRingHom`, and `continuous_apply i` supplies its continuity. The last argument is the function being exponentiated. The added comment has no effect on the proof.

This version goes through:

```diff
@@ -55,5 +55,8 @@
   congr 2
   ext i
-  rw [Pi.exp_apply, Complex.exp_eq_exp_ℂ]
+  -- evaluation at an index commutes with the exponential
+  rw [Complex.exp_eq_exp_ℂ]
+  exact NormedSpace.map_exp (Pi.evalRingHom (fun _ : n => ℂ) i) (continuous_apply i)
+    (fun k => Complex.I * (t : ℂ) * (hA.eigenvalues k : ℂ))
 
 end
```
